# Without symmetry or sum rules, the fewest displacement vectors that determine a sparse force-constant matrix equal its largest allowed row count

A finite-displacement phonon calculation begins with a choice of displaced configurations. Each one costs a force calculation, and together they must fix every force constant within the assumed range. In a finite harmonic model with noise-free forces, and with no symmetry or acoustic sum rule of the force constants used, the smallest possible number of configurations is the largest number of allowed entries in a row of the matrix. On a ring of $N\ge 2r+1$ sites with one coordinate each and coupling range $r$ this number is $2r+1$, whatever $N$ is.

## Harmonic forces with a known sparsity pattern

Let $i,j$ run over a finite set `n` of real coordinates. An atom in three dimensions contributes three of them, so rows count Cartesian components. The index $c$ in `κ` labels the displacement vectors.

```lean
import Mathlib

open Finset

namespace SparseForceConstants

noncomputable section

variable {n κ : Type*} [Fintype n]
```

The pattern assigns to each row $i$ a set $S_i$ of allowed columns, the partners of $i$. Physically it is a cutoff: $\Phi_{ij}=0$ whenever $j\notin S_i$. An allowed entry may also vanish.

```lean
/-- The matrix `Φ` has the sparsity pattern `S`: in row `i` only the columns in `S i` may be
nonzero. -/
def Supported (S : n → Finset n) (Φ : Matrix n n ℝ) : Prop :=
  ∀ i j, j ∉ S i → Φ i j = 0
```

The displacements are the columns of $U$, and the forces are $F=-\Phi U$.

```lean
/-- Harmonic forces `-Φ U`; each column of `U` is one displacement vector. -/
def forces (Φ : Matrix n n ℝ) (U : Matrix n κ ℝ) : Matrix n κ ℝ := -(Φ * U)
```

"Determines" means that two matrices with the pattern and equal forces under the same $U$ are equal.

```lean
/-- The displacements `U` determine the force constants: two matrices with pattern `S` that
give the same forces are equal. -/
def Determines (S : n → Finset n) (U : Matrix n κ ℝ) : Prop :=
  ∀ Φ Ψ : Matrix n n ℝ, Supported S Φ → Supported S Ψ → forces Φ U = forces Ψ U → Φ = Ψ
```

Two families of displacements are used below. The first has entries $U_{jc}=x_j^c$ for $c=0,\dots,p-1$, with a real label $x_j$ for each coordinate and $x_j^0=1$. The second moves all coordinates of one colour by one unit.

```lean
/-- Displacements `x_j ^ c`, for `c = 0, ..., p - 1`, built from a real label `x_j` of each
coordinate. -/
def powerDisplacements (x : n → ℝ) (p : ℕ) : Matrix n (Fin p) ℝ :=
  Matrix.of fun j c => x j ^ (c : ℕ)

/-- Comb displacements: vector `k` moves by one unit exactly the coordinates of colour `k`. -/
def comb [DecidableEq κ] (colour : n → κ) : Matrix n κ ℝ :=
  Matrix.of fun j k => if colour j = k then 1 else 0
```

On the ring there is one coordinate per site, sites are integers modulo $N$, and $S_i=\{i+k : -r\le k\le r\}$, which includes $i$ itself.

```lean
/-- On a ring of `N` sites, site `i` couples to the sites reached by shifts from `-r` to `r`. -/
def ringPattern (N r : ℕ) (i : ZMod N) : Finset (ZMod N) :=
  (Finset.Icc (-(r : ℤ)) r).image fun k : ℤ => i + (k : ZMod N)
```

The cutoff enters the derivation at the first step, where it shortens the force sum:

$$F_{ic}=-\sum_j\Phi_{ij}U_{jc}=-\sum_{j\in S_i}\Phi_{ij}U_{jc}.$$

In the proof, `Finset.sum_subset` removes the terms that the hypothesis `hΦ` makes zero.

```lean
/-- For a matrix with pattern `S`, the force on coordinate `i` is a sum over its allowed
partners. -/
theorem forces_apply {S : n → Finset n} {Φ : Matrix n n ℝ} (hΦ : Supported S Φ)
    (U : Matrix n κ ℝ) (i : n) (c : κ) :
    forces Φ U i c = -∑ j ∈ S i, Φ i j * U j c := by
  simp only [forces, Matrix.neg_apply, Matrix.mul_apply]
  rw [neg_inj]
  symm
  apply Finset.sum_subset (Finset.subset_univ _)
  intro j _ hj
  rw [hΦ i j hj, zero_mul]
```

If the cutoff is wrong, neglected constants can be absorbed into the fitted ones. With $S_1=\{1\}$ and the displacement $(1,1)$, a non-zero $\Phi_{12}$ makes the fit return $\Phi_{11}+\Phi_{12}$ in place of $\Phi_{11}$.

## Every real matrix with the pattern is admitted

No relation between $\Phi_{ij}$ and $\Phi_{ji}$ is assumed, nor any translation symmetry or acoustic sum rule. The rows are therefore separate problems. Write $u_j=(U_{jc})_c$ for the record of coordinate $j$, which lists how far it moves in each displacement vector. Then $U$ determines the force constants if and only if, for each $i$, the records $u_j$ with $j\in S_i$ are linearly independent.

Suppose first that they are independent, and that $\Phi$ and $\Psi$ give equal forces. Subtracting the two force sums gives
$$\sum_{j\in S_i}(\Phi_{ij}-\Psi_{ij})\,u_j=0,$$
so the two rows agree on $S_i$. Outside $S_i$ both are zero.

Conversely, suppose that $U$ determines the force constants and that $\sum_{j\in S_i}f_ju_j=0$. Put the numbers $f_j$ into row $i$ of a matrix and zeros everywhere else. This matrix has the pattern and produces no force, just like the zero matrix, so the two are equal and every $f_j$ vanishes.

The freedom from symmetry is used in this second half, since a matrix with a single non-zero row is in general not symmetric. In the proof it is the `Φ` defined by `Matrix.of`, and `hF` states that its forces equal those of `0`.

```lean
/-- Displacements determine the force constants if and only if, for each row, the displacement
records of its allowed partners are linearly independent. -/
theorem determines_iff (S : n → Finset n) (U : Matrix n κ ℝ) :
    Determines S U ↔ ∀ i, LinearIndepOn ℝ (fun j c => U j c) (S i : Set n) := by
  classical
  constructor
  · intro h i
    rw [linearIndepOn_finset_iff]
    intro f hf j hj
    -- a linear relation in row `i` is a matrix that produces no force
    let Φ : Matrix n n ℝ := Matrix.of fun a b => if a = i ∧ b ∈ S i then f b else 0
    have hΦ : Supported S Φ := by
      intro a b hb
      have hn : ¬ (a = i ∧ b ∈ S i) := fun h' => hb (by rw [h'.1]; exact h'.2)
      exact if_neg hn
    have h0 : Supported S (0 : Matrix n n ℝ) := fun _ _ _ => rfl
    have hF : forces Φ U = forces 0 U := by
      ext a c
      rw [forces_apply hΦ, forces_apply h0]
      by_cases ha : a = i
      · rw [ha]
        have hc := congrFun hf c
        simp only [Finset.sum_apply, Pi.smul_apply, smul_eq_mul, Pi.zero_apply] at hc
        have e : ∑ b ∈ S i, Φ i b * U b c = ∑ b ∈ S i, f b * U b c :=
          Finset.sum_congr rfl fun b hb => by simp [Φ, hb]
        rw [e, hc]
        simp
      · simp [Φ, ha]
    have hij := congrFun (congrFun (h Φ 0 hΦ h0 hF) i) j
    simpa [Φ, hj] using hij
  · intro h Φ Ψ hΦ hΨ hF
    ext i j
    by_cases hj : j ∈ S i
    · have hz : ∑ b ∈ S i, (Φ i b - Ψ i b) • (fun c => U b c) = 0 := by
        ext c
        have e := congrFun (congrFun hF i) c
        rw [forces_apply hΦ, forces_apply hΨ] at e
        simp only [Finset.sum_apply, Pi.smul_apply, smul_eq_mul, Pi.zero_apply, sub_mul,
          Finset.sum_sub_distrib]
        linarith
      exact sub_eq_zero.mp
        (linearIndepOn_finset_iff.mp (h i) (fun b => Φ i b - Ψ i b) hz j hj)
    · rw [hΦ i j hj, hΨ i j hj]
```

Force constants are second derivatives of the energy, so the physical $\Phi$ is symmetric. When this is used, fewer vectors can be enough. Take an open chain of three sites with nearest-neighbour coupling, whose middle row has three allowed entries. The displacement $(0,1,0)$ gives $\Phi_{12},\Phi_{22},\Phi_{32}$, and $(1,0,1)$ gives $\Phi_{11}$ and $\Phi_{33}$. Symmetry supplies $\Phi_{21}$ and $\Phi_{23}$, so two vectors do the work of three. On a ring of identical sites, translation symmetry goes further: displacing one site gives one column of $\Phi$, and all other columns are shifted copies of it.

## At most $p$ partners per row, with distinct labels

The condition $|S_i|\le p$ says that no coordinate feels more partners than there are displacement vectors. It is necessary, because independent records in $\mathbb R^p$ number at most $p$. With more partners than vectors, some non-zero set of force constants in that row produces no force at all.

It is also sufficient, by the power displacements with distinct labels. Suppose $\sum_{b\in S_i}f_bx_b^c=0$ for $c=0,\dots,p-1$, and fix $j\in S_i$. The polynomial
$$q(t)=\prod_{b\in S_i,\;b\ne j}(t-x_b)$$
has degree $|S_i|-1<p$, so it combines only powers for which the sum vanishes. Hence
$$0=\sum_{b\in S_i}f_b\,q(x_b)=f_j\,q(x_j).$$
Distinct labels give $q(x_j)\ne0$, and therefore $f_j=0$.

In the proof, `hq` is the degree bound and the place where the row count enters. The vanishing sums are `hmom`, their combination is `key`, and `hne` uses the distinctness of the labels.

```lean
/-- If the labels `x_j` are distinct and no row has more than `p` allowed entries, the `p` power
displacements determine the force constants. -/
theorem powerDisplacements_determines (S : n → Finset n) {x : n → ℝ}
    (hx : Function.Injective x) {p : ℕ} (hp : ∀ i, (S i).card ≤ p) :
    Determines S (powerDisplacements x p) := by
  classical
  rw [determines_iff]
  intro i
  rw [linearIndepOn_finset_iff]
  intro f hf j hj
  -- the polynomial that vanishes at every partner except `j`
  let q : Polynomial ℝ := ∏ b ∈ (S i).erase j, (Polynomial.X - Polynomial.C (x b))
  have hq : q.natDegree < p := by
    have h1 : q.natDegree ≤ ((S i).erase j).card := by
      refine (Polynomial.natDegree_prod_le _ _).trans ?_
      simp
    have h2 := Finset.card_erase_lt_of_mem hj
    have h3 := hp i
    omega
  have hmom : ∀ c ∈ Finset.range p, ∑ b ∈ S i, f b * x b ^ c = 0 := by
    intro c hc
    have h := congrFun hf ⟨c, Finset.mem_range.mp hc⟩
    simpa [powerDisplacements, Finset.sum_apply] using h
  have key : ∑ b ∈ S i, f b * q.eval (x b) = 0 := by
    simp only [Polynomial.eval_eq_sum_range' hq, Finset.mul_sum]
    rw [Finset.sum_comm]
    apply Finset.sum_eq_zero
    intro c hc
    calc ∑ b ∈ S i, f b * (q.coeff c * x b ^ c)
        = q.coeff c * ∑ b ∈ S i, f b * x b ^ c := by
          rw [Finset.mul_sum]
          exact Finset.sum_congr rfl fun b _ => by ring
      _ = 0 := by rw [hmom c hc, mul_zero]
  have hzero : ∀ b ∈ S i, b ≠ j → f b * q.eval (x b) = 0 := by
    intro b hb hbj
    have : q.eval (x b) = 0 := by
      simp only [q, Polynomial.eval_prod]
      exact Finset.prod_eq_zero (Finset.mem_erase.mpr ⟨hbj, hb⟩) (by simp)
    rw [this, mul_zero]
  rw [Finset.sum_eq_single j hzero (fun h => absurd hj h)] at key
  have hne : q.eval (x j) ≠ 0 := by
    simp only [q, Polynomial.eval_prod]
    apply Finset.prod_ne_zero_iff.mpr
    intro b hb
    simpa [sub_eq_zero] using fun e => (Finset.ne_of_mem_erase hb) (hx e).symm
  exact (mul_eq_zero.mp key).resolve_right hne
```

If two partners in the same row share a label, they move together in every vector and only the sum of their force constants is visible. The vector with $c=0$ moves all coordinates equally. If the acoustic sum rule is used, its forces are known to be zero and it needs no calculation.

The next theorem joins both directions. The lower bound compares the number of independent records with the dimension of the space, and the upper bound numbers the coordinates $0,1,2,\dots$ and uses these numbers as labels.

```lean
/-- Some choice of `p` displacement vectors determines all force-constant matrices with a given
sparsity pattern if and only if no row has more than `p` allowed entries. -/
theorem exists_determines_iff (S : n → Finset n) (p : ℕ) :
    (∃ U : Matrix n (Fin p) ℝ, Determines S U) ↔ ∀ i, (S i).card ≤ p := by
  constructor
  · rintro ⟨U, hU⟩ i
    -- independent vectors in a `p`-dimensional space number at most `p`
    have h : LinearIndependent ℝ (fun j : S i => fun c => U j c) :=
      (determines_iff S U).mp hU i
    simpa using h.fintype_card_le_finrank
  · intro hp
    refine ⟨_, powerDisplacements_determines S
      (x := fun j => ((Fintype.equivFin n j : ℕ) : ℝ)) ?_ hp⟩
    intro a b hab
    exact (Fintype.equivFin n).injective (Fin.ext (Nat.cast_injective hab))
```

This is a statement about uniqueness for ideal forces. Power displacements can be badly conditioned, and noise would then be amplified.

## Partners of different colours

Under a comb, the force on $i$ from vector $k$ is minus the sum of $\Phi_{ij}$ over the partners $j$ of colour $k$. If all partners of $i$ have different colours, at most one term survives:
$$\Phi_{ij}=-F_{i,\,\mathrm{colour}(j)}.$$
No linear system has to be solved. The hypothesis is `hc`, and the proof uses it to remove every term but $j$ from the sum. If two partners of $i$ share a colour, again only their sum is seen.

```lean
/-- If all allowed partners of `i` have different colours, each allowed force constant in row `i` is
minus a single force under the comb displacements. -/
theorem comb_readout [DecidableEq κ] {S : n → Finset n} {Φ : Matrix n n ℝ}
    (hΦ : Supported S Φ) {colour : n → κ} {i j : n}
    (hc : Set.InjOn colour (S i : Set n)) (hj : j ∈ S i) :
    Φ i j = -forces Φ (comb colour) i (colour j) := by
  rw [forces_apply hΦ, neg_neg, Finset.sum_eq_single j]
  · simp [comb]
  · intro b hb hbj
    have hne : colour b ≠ colour j := fun e => hbj (hc hb hj e)
    simp [comb, hne]
  · exact fun h => absurd hj h
```

## A ring of at least $2r+1$ sites

The condition $N\ge 2r+1$ means that a site does not reach the same partner in both directions around the ring. Two shifts $k,l$ between $-r$ and $r$ differ by at most $2r$. If they agree modulo $M\ge2r+1$, their difference is a multiple of $M$ smaller than $M$ in size, so it is zero. The proof writes $l-k=Mm$ and excludes $m<0$ and $m>0$.

```lean
/-- The shifts from `-r` to `r` are distinct modulo `M` when `M` is at least `2r + 1`. -/
theorem shift_injOn {M r : ℕ} (hM : 2 * r + 1 ≤ M) :
    Set.InjOn (fun k : ℤ => (k : ZMod M)) (Finset.Icc (-(r : ℤ)) r : Set ℤ) := by
  intro k hk l hl h
  have hk' := Finset.mem_Icc.mp (Finset.mem_coe.mp hk)
  have hl' := Finset.mem_Icc.mp (Finset.mem_coe.mp hl)
  obtain ⟨m, hm⟩ := (ZMod.intCast_eq_intCast_iff_dvd_sub k l M).mp h
  have hM' : 2 * (r : ℤ) + 1 ≤ M := by exact_mod_cast hM
  rcases lt_trichotomy m 0 with h1 | h1 | h1
  · exfalso
    nlinarith [mul_nonneg (Int.natCast_nonneg M) (by linarith : (0 : ℤ) ≤ -1 - m)]
  · rw [h1, mul_zero] at hm
    linarith
  · exfalso
    nlinarith [mul_nonneg (Int.natCast_nonneg M) (by linarith : (0 : ℤ) ≤ m - 1)]
```

With $M=N$, every row has exactly $2r+1$ allowed entries, which is `hcard`, and the general row count gives the minimum.

```lean
/-- On a ring of `N ≥ 2r + 1` sites with range `r`, some choice of `p` displacement vectors
determines the force constants if and only if `p` is at least `2r + 1`. -/
theorem ring_exists_determines_iff {N r : ℕ} [NeZero N] (hN : 2 * r + 1 ≤ N) (p : ℕ) :
    (∃ U : Matrix (ZMod N) (Fin p) ℝ, Determines (ringPattern N r) U) ↔ 2 * r + 1 ≤ p := by
  have hcard : ∀ i, (ringPattern N r i).card = 2 * r + 1 := by
    intro i
    rw [ringPattern, Finset.card_image_of_injOn, Int.card_Icc]
    · omega
    · intro k hk l hl h
      exact shift_injOn hN hk hl (add_left_cancel h)
  rw [exists_determines_iff]
  exact ⟨fun h => hcard 0 ▸ h 0, fun h i => (hcard i).trans_le h⟩
```

For $N=2$ and $r=1$ the shifts $-1$ and $1$ reach the same site. Each row then has two entries, and two vectors are enough instead of three.

## When $2r+1$ divides $N$

Divisibility means that a comb of period $2r+1$ closes on itself around the ring. The colour of a site is its residue modulo $2r+1$, which is well defined on the ring because $2r+1$ divides $N$. In Lean this is the map `ZMod.castHom h (ZMod (2 * r + 1))`. The shift argument, now with $M=2r+1$, shows that all partners of a site have different colours. This is `hc` in the proof. Each allowed force constant is then minus a single force, and the combs determine the whole matrix.

```lean
/-- If `2r + 1` divides `N`, the `2r + 1` combs of period `2r + 1` determine the force constants
of range `r` on the ring, and each allowed force constant is minus a single force. -/
theorem ring_comb {N r : ℕ} [NeZero N] (h : 2 * r + 1 ∣ N) :
    Determines (ringPattern N r) (comb (ZMod.castHom h (ZMod (2 * r + 1)))) ∧
    ∀ Φ, Supported (ringPattern N r) Φ → ∀ i, ∀ j ∈ ringPattern N r i,
      Φ i j = -forces Φ (comb (ZMod.castHom h (ZMod (2 * r + 1)))) i
        (ZMod.castHom h (ZMod (2 * r + 1)) j) := by
  -- the partners of a site all have different residues modulo `2r + 1`
  have hc : ∀ i, Set.InjOn (ZMod.castHom h (ZMod (2 * r + 1)))
      (ringPattern N r i : Set (ZMod N)) := by
    intro i a ha b hb hab
    obtain ⟨k, hk, rfl⟩ := Finset.mem_image.mp (Finset.mem_coe.mp ha)
    obtain ⟨l, hl, rfl⟩ := Finset.mem_image.mp (Finset.mem_coe.mp hb)
    rw [map_add, map_add, map_intCast, map_intCast] at hab
    have hkl : k = l := shift_injOn le_rfl (Finset.mem_coe.mpr hk) (Finset.mem_coe.mpr hl)
      (add_left_cancel hab)
    rw [hkl]
  refine ⟨?_, fun Φ hΦ i j hj => comb_readout hΦ (hc i) hj⟩
  intro Φ Ψ hΦ hΨ hF
  ext i j
  by_cases hj : j ∈ ringPattern N r i
  · rw [comb_readout hΦ (hc i) hj, comb_readout hΨ (hc i) hj, hF]
  · rw [hΦ i j hj, hΨ i j hj]

end

end SparseForceConstants
```

```lean
#print axioms SparseForceConstants.exists_determines_iff
#print axioms SparseForceConstants.ring_exists_determines_iff
#print axioms SparseForceConstants.ring_comb
```

```
'SparseForceConstants.exists_determines_iff' depends on axioms: [propext, Classical.choice, Quot.sound]
'SparseForceConstants.ring_exists_determines_iff' depends on axioms: [propext, Classical.choice, Quot.sound]
'SparseForceConstants.ring_comb' depends on axioms: [propext, Classical.choice, Quot.sound]
```

The minimum $2r+1$ does not need divisibility, but the comb does. Take $N=4$, $r=1$ and sites $0,1,2,3$. Colouring by site number modulo $3$ gives the neighbours $0$ and $3$ the same colour, so the forces on site $0$ reveal these two force constants only through their sum $\Phi_{00}+\Phi_{03}$.

Three power displacements with $x_j=j$ still work. They are $(1,1,1,1)$, $(0,1,2,3)$ and $(0,1,4,9)$. Let $\Phi_{00}=3$, $\Phi_{01}=-1$ and $\Phi_{03}=-2$. The forces on site $0$ are then
$$F_{00}=0,\qquad F_{01}=7,\qquad F_{02}=19.$$
To isolate $\Phi_{03}$, take $q(t)=t(t-1)=t^2-t$, which vanishes at the labels $0$ and $1$ and has $q(3)=6$. This gives
$$\Phi_{03}=-\frac{F_{02}-F_{01}}{6}=-\frac{12}{6}=-2.$$
In the same way, $t^2-3t$ returns $\Phi_{01}=-1$ and $t^2-4t+3$ returns $\Phi_{00}=3$.
